# Least-Squares Extrapolation to Zero Madelung Potential: Exactness on Affine Data and the Sum of Squared Weights

We represent each supercell containing a charged defect by two real numbers, its Madelung potential v_i and the defect formation energy E_i computed in it, and treat the potentials as known without error. The defect, its charge state, the Fermi level and the atomic chemical potentials are the same for all cells, and "energy" below means this formation energy. Lattice, charge and dielectric constant do not appear separately. The energy is modelled as a + b v, where a is the formation energy of the isolated defect and b v stands for the leading interaction of the charge with its periodic images and the compensating background. Higher-order finite-size terms are left out.

Let i run over n supercells whose potentials are not all equal, so that n ≥ 2. Write m for the mean of the v_i, Ē for the mean of the E_i, and

S = ∑ (v_i − m)².

The fitted line A + B v has

B = ∑ (v_i − m) E_i / S,  A = Ē − B m.

It minimises the sum of squared residuals and returns a and b when E_i = a + b v_i. Its intercept is a weighted sum A = ∑ w_i E_i with

∑ w_i² = 1/n + m²/S,

which equals 1/n exactly when m = 0. For this linear finite-size model, the sum measures how strongly independent errors of equal variance in the energies E_i enter the extrapolated energy. Statistical errors of quantum Monte Carlo are an example if each cell has its own defect and host runs, no other quantity with a statistical error, such as a computed chemical potential, is shared between the cells, and all the E_i are computed to the same precision.

## From the residuals to the weights

Deviations from the mean add up to zero: ∑ (v_i − m) = n m − n m = 0. Moreover S > 0, since S = 0 would force every v_i to equal m.

The residuals of the fitted line are

r_i = E_i − A − B v_i = (E_i − Ē) − B (v_i − m).

Hence ∑ r_i = 0, and

∑ (v_i − m) r_i = ∑ (v_i − m) E_i − Ē · 0 − B S = 0.

For any other line a + b v, the residual is r_i + c_i, where

c_i = A − a + (B − b) v_i = [A − a + (B − b) m] + (B − b)(v_i − m).

The two orthogonality relations give ∑ r_i c_i = 0, so

∑ (E_i − a − b v_i)² = ∑ r_i² + ∑ c_i² ≥ ∑ r_i².

If the data are affine, E_i = a + b v_i, then

∑ (v_i − m)(a + b v_i) = (a + b m) ∑ (v_i − m) + b S = b S.

Thus B = b, and A = (a + b m) − b m = a.

Inserting B into A gives the weights:

A = (1/n) ∑ E_i − (m/S) ∑ (v_i − m) E_i = ∑ w_i E_i,

w_i = 1/n − (m/S)(v_i − m).

Exactness on the data E_i = 1 and E_i = v_i now says that ∑ w_i = 1 and ∑ w_i v_i = 0. Let u_i be any weights with these two properties. Then

∑ u_i w_i = (1/n + m²/S) ∑ u_i − (m/S) ∑ u_i v_i = 1/n + m²/S.

The choice u = w yields the formula for ∑ w_i². The excess over 1/n is m²/S, which vanishes exactly when m = 0. For general u,

∑ (u_i − w_i)² = ∑ u_i² − 2 ∑ u_i w_i + ∑ w_i² = ∑ u_i² − ∑ w_i²,

so no other linear extrapolation that is exact on affine data has a sum of squared weights as small.

Finally, let the energies be pairwise independent random variables of common variance σ². Variances of independent terms add, and the intercept has variance

∑ w_i² σ² = σ² (1/n + m²/S).

## The regression formulas as definitions

```lean
import Mathlib

open Finset

namespace MadelungExtrapolation

noncomputable section

variable {n : ℕ}
```

The index type `Fin n` labels the supercells, and potentials and energies are functions from it to the real numbers.

```lean
/-- The arithmetic mean of `n` numbers, for `n > 0`. -/
def mean (x : Fin n → ℝ) : ℝ := (∑ i, x i) / n
```

`mean v` is m, and `mean E` is Ē.

```lean
/-- The sum `S` of squared deviations of the Madelung potentials from their mean. -/
def spread (v : Fin n → ℝ) : ℝ := ∑ i, (v i - mean v) ^ 2
```

`spread v` is S. It is a sum of squares, not divided by n.

```lean
/-- The slope of the fitted line through the points `(v i, E i)`, for potentials that are
not all equal. -/
def slope (v E : Fin n → ℝ) : ℝ := (∑ i, (v i - mean v) * E i) / spread v
```

`slope v E` is B.

```lean
/-- The energy extrapolated to zero Madelung potential by the fitted line, for potentials
that are not all equal. -/
def intercept (v E : Fin n → ℝ) : ℝ := mean E - slope v E * mean v
```

`intercept v E` is A, the value of the line at v = 0, where the modelled image interaction vanishes.

```lean
/-- The weight of the `i`-th supercell in the extrapolated energy, for potentials that are
not all equal. -/
def weight (v : Fin n → ℝ) (i : Fin n) : ℝ :=
  1 / n - mean v / spread v * (v i - mean v)
```

`weight v i` is w_i. It depends on the potentials alone, so it can be computed before any energy is known. None of these definitions mentions minimisation; that property is proved below.

## Deviations and their spread

```lean
/-- Deviations from the mean add up to zero. -/
theorem sum_deviation (x : Fin n → ℝ) : ∑ i, (x i - mean x) = 0 := by
  rcases Nat.eq_zero_or_pos n with rfl | hn
  · simp
  · have hn' : (n : ℝ) ≠ 0 := Nat.cast_ne_zero.mpr (by omega)
    have h : (n : ℝ) * mean x = ∑ i, x i := by
      unfold mean
      field_simp
    simp only [sum_sub_distrib, sum_const, card_univ, Fintype.card_fin, nsmul_eq_mul]
    linarith
```

The case n = 0 is an empty sum. Otherwise the proof multiplies the mean by n and subtracts.

```lean
/-- If two Madelung potentials differ, their spread is positive. -/
theorem spread_pos (v : Fin n → ℝ) (h : ∃ i j, v i ≠ v j) : 0 < spread v := by
  obtain ⟨i, j, hij⟩ := h
  unfold spread
  refine lt_of_le_of_ne (sum_nonneg fun i _ => sq_nonneg _) (fun h0 => hij ?_)
  have hz : ∀ k, v k = mean v := fun k => by
    have hk := (sum_eq_zero_iff_of_nonneg
      (fun i _ => sq_nonneg (v i - mean v))).mp h0.symm k (mem_univ k)
    exact sub_eq_zero.mp ((pow_eq_zero_iff two_ne_zero).mp hk)
  rw [hz i, hz j]
```

The hypothesis `∃ i j, v i ≠ v j` expresses that the potentials are not all equal. A sum of squares is nonnegative; if it were zero, each term would vanish and both `v i` and `v j` would equal the mean, contrary to the hypothesis.

## The line minimises the squared residuals

```lean
/-- For potentials that are not all equal, no line `a + b v` has a smaller sum of squared
residuals than the fitted line. -/
theorem fit_minimises (v E : Fin n → ℝ) (h : ∃ i j, v i ≠ v j) (a b : ℝ) :
    ∑ i, (E i - (intercept v E + slope v E * v i)) ^ 2
      ≤ ∑ i, (E i - (a + b * v i)) ^ 2 := by
  have hS := (spread_pos v h).ne'
  have hA : intercept v E = mean E - slope v E * mean v := rfl
  have hB : slope v E * spread v = ∑ i, (v i - mean v) * E i := by
    unfold slope
    field_simp
  generalize intercept v E = A at *
  generalize slope v E = B at *
  -- the residuals are orthogonal to constants and to the potentials
  have h1 : ∑ i, (E i - (A + B * v i)) = 0 := by
    calc ∑ i, (E i - (A + B * v i))
        = ∑ i, ((E i - mean E) - B * (v i - mean v)) :=
          sum_congr rfl fun i _ => by rw [hA]; ring
      _ = 0 := by
          rw [sum_sub_distrib, ← mul_sum, sum_deviation, sum_deviation]; ring
  have h2 : ∑ i, (v i - mean v) * (E i - (A + B * v i)) = 0 := by
    calc ∑ i, (v i - mean v) * (E i - (A + B * v i))
        = ∑ i, ((v i - mean v) * E i - mean E * (v i - mean v)
            - B * (v i - mean v) ^ 2) :=
          sum_congr rfl fun i _ => by rw [hA]; ring
      _ = (∑ i, (v i - mean v) * E i) - mean E * 0 - B * spread v := by
          rw [sum_sub_distrib, sum_sub_distrib, ← mul_sum, ← mul_sum, sum_deviation]
          rfl
      _ = 0 := by rw [hB]; ring
  -- so the squared error of any other line splits by Pythagoras
  have key : ∑ i, (E i - (a + b * v i)) ^ 2
      = ∑ i, (E i - (A + B * v i)) ^ 2 + ∑ i, (A - a + (B - b) * v i) ^ 2
        + 2 * (A - a + (B - b) * mean v) * ∑ i, (E i - (A + B * v i))
        + 2 * (B - b) * ∑ i, (v i - mean v) * (E i - (A + B * v i)) := by
    rw [mul_sum, mul_sum, ← sum_add_distrib, ← sum_add_distrib, ← sum_add_distrib]
    exact sum_congr rfl fun i _ => by ring
  have hpos : 0 ≤ ∑ i, (A - a + (B - b) * v i) ^ 2 := sum_nonneg fun i _ => sq_nonneg _
  rw [key, h1, h2]
  linarith
```

The theorem compares the fitted line with every line given by real `a` and `b`. It states minimality, not uniqueness of the minimiser. The two `generalize` steps replace the formulas for intercept and slope by letters `A` and `B`, keeping only their defining relations `hA` and `hB`. Then `h1` and `h2` are the two orthogonality relations, and `key` is the expansion of ∑ (r_i + c_i)² with the cross term split into its constant part and its part along v_i − m. Both parts vanish, and the remaining extra term is nonnegative.

## Affine energies are recovered

```lean
/-- If the energies are affine in potentials that are not all equal, the fit returns the
exact intercept and slope. -/
theorem fit_affine (v : Fin n → ℝ) (h : ∃ i j, v i ≠ v j) (a b : ℝ) :
    intercept v (fun i => a + b * v i) = a ∧ slope v (fun i => a + b * v i) = b := by
  have hS := (spread_pos v h).ne'
  have hn : (n : ℝ) ≠ 0 := by
    obtain ⟨i, _, _⟩ := h
    exact Nat.cast_ne_zero.mpr (by have := i.isLt; omega)
  have hs : slope v (fun i => a + b * v i) = b := by
    have hnum : ∑ i, (v i - mean v) * (a + b * v i) = b * spread v := by
      calc ∑ i, (v i - mean v) * (a + b * v i)
          = ∑ i, ((a + b * mean v) * (v i - mean v) + b * (v i - mean v) ^ 2) :=
            sum_congr rfl fun i _ => by ring
        _ = (a + b * mean v) * 0 + b * spread v := by
            rw [sum_add_distrib, ← mul_sum, ← mul_sum, sum_deviation]
            rfl
        _ = b * spread v := by ring
    unfold slope
    rw [hnum]
    field_simp
  have hm : mean (fun i => a + b * v i) = a + b * mean v := by
    simp only [mean, sum_add_distrib, ← mul_sum, sum_const, card_univ, Fintype.card_fin,
      nsmul_eq_mul]
    field_simp
  refine ⟨?_, hs⟩
  unfold intercept
  rw [hs, hm]
  ring
```

The conclusion is a pair of equations, one for the intercept and one for the slope. The step `hnum` evaluates the numerator of the slope as b S, and `hm` computes the mean energy a + b m. Substituting both into the definition of the intercept leaves a.

## Weights and their overlap

```lean
/-- For potentials that are not all equal, the extrapolated energy is the weighted sum of the
supercell energies. -/
theorem intercept_eq_weights (v E : Fin n → ℝ) :
    intercept v E = ∑ i, weight v i * E i := by
  have hE : mean E = (∑ i, E i) / n := rfl
  calc intercept v E
      = 1 / n * ∑ i, E i - mean v / spread v * ∑ i, (v i - mean v) * E i := by
        unfold intercept slope
        rw [hE]
        ring
    _ = ∑ i, weight v i * E i := by
        rw [mul_sum, mul_sum, ← sum_sub_distrib]
        exact sum_congr rfl fun i _ => by unfold weight; ring
```

This is the rearrangement A = ∑ w_i E_i, obtained by collecting the coefficient of each energy.

```lean
/-- For potentials that are not all equal, weights `u` that extrapolate constant and linear data
exactly have overlap `1/n + m²/S` with the least-squares weights. -/
theorem overlap_weight (v u : Fin n → ℝ) (h1 : ∑ i, u i = 1) (h2 : ∑ i, u i * v i = 0) :
    ∑ i, u i * weight v i = 1 / n + mean v ^ 2 / spread v := by
  calc ∑ i, u i * weight v i
      = ∑ i, ((1 / n + mean v ^ 2 / spread v) * u i
          - mean v / spread v * (u i * v i)) :=
        sum_congr rfl fun i _ => by unfold weight; ring
    _ = 1 / n + mean v ^ 2 / spread v := by
        rw [sum_sub_distrib, ← mul_sum, ← mul_sum, h1, h2]; ring
```

The hypotheses `h1` and `h2` are the two conditions on u. The first line of the calculation expands the weight and groups the terms in u_i and u_i v_i; the second inserts the values 1 and 0. Neither of the last two theorems assumes that the potentials differ: for S = 0 Lean sets the quotients to zero and the identities remain true, but they then describe no fit.

## The sum of squared weights

```lean
/-- For potentials that are not all equal, the squared weights of the extrapolated energy
add up to `1/n + m²/S`, and this is `1/n` exactly when the mean potential `m` vanishes. -/
theorem sum_sq_weight (v : Fin n → ℝ) (h : ∃ i j, v i ≠ v j) :
    ∑ i, weight v i ^ 2 = 1 / n + mean v ^ 2 / spread v ∧
      (∑ i, weight v i ^ 2 = 1 / n ↔ mean v = 0) := by
  -- exactness on the data `1` and `v` fixes the two moments of the weights
  have h1 : ∑ i, weight v i = 1 := by
    have := (fit_affine v h 1 0).1
    rw [intercept_eq_weights] at this
    simpa using this
  have h2 : ∑ i, weight v i * v i = 0 := by
    have := (fit_affine v h 0 1).1
    rw [intercept_eq_weights] at this
    simpa using this
  have hw : ∑ i, weight v i ^ 2 = 1 / n + mean v ^ 2 / spread v :=
    (sum_congr rfl fun i _ => pow_two _).trans (overlap_weight v (weight v) h1 h2)
  refine ⟨hw, fun h0 => ?_, fun hm => ?_⟩
  · have hq : mean v ^ 2 / spread v = 0 := by linarith
    rcases div_eq_zero_iff.mp hq with hq | hq
    · exact (pow_eq_zero_iff two_ne_zero).mp hq
    · exact absurd hq (spread_pos v h).ne'
  · rw [hw, hm]
    simp
```

The first part of the conclusion is the formula, the second the equivalence with m = 0. The moments `h1` and `h2` come from `fit_affine` with (a, b) = (1, 0) and (0, 1), rewritten through the weights. The overlap theorem with u = w then gives `hw`. For the equivalence, a vanishing quotient m²/S means that m² or S is zero, and `spread_pos` excludes the latter.

When m = 0 every weight is 1/n and the extrapolated energy is the plain average. A set of cells whose potentials all have the same sign cannot reach this case, because its mean is not zero.

```lean
/-- For potentials that are not all equal, any weights that extrapolate constant and linear data
exactly have a sum of squares at least as large as that of the least-squares weights, with equality
only for these. -/
theorem weight_optimal (v u : Fin n → ℝ) (h : ∃ i j, v i ≠ v j)
    (h1 : ∑ i, u i = 1) (h2 : ∑ i, u i * v i = 0) :
    ∑ i, weight v i ^ 2 ≤ ∑ i, u i ^ 2 ∧
      (∑ i, u i ^ 2 = ∑ i, weight v i ^ 2 ↔ u = weight v) := by
  have key : ∑ i, (u i - weight v i) ^ 2 = ∑ i, u i ^ 2 - ∑ i, weight v i ^ 2 := by
    calc ∑ i, (u i - weight v i) ^ 2
        = ∑ i, (u i ^ 2 - 2 * (u i * weight v i) + weight v i ^ 2) :=
          sum_congr rfl fun i _ => by ring
      _ = ∑ i, u i ^ 2 - ∑ i, weight v i ^ 2 := by
          rw [sum_add_distrib, sum_sub_distrib, ← mul_sum, overlap_weight v u h1 h2,
            (sum_sq_weight v h).1]
          ring
  have hpos : 0 ≤ ∑ i, (u i - weight v i) ^ 2 := sum_nonneg fun i _ => sq_nonneg _
  refine ⟨by linarith, fun he => ?_, fun he => by rw [he]⟩
  have h0 : ∑ i, (u i - weight v i) ^ 2 = 0 := by linarith
  funext i
  have hi := (sum_eq_zero_iff_of_nonneg
    (fun i _ => sq_nonneg (u i - weight v i))).mp h0 i (mem_univ i)
  exact sub_eq_zero.mp ((pow_eq_zero_iff two_ne_zero).mp hi)
```

Here u ranges over all weights that are exact on constant and linear data, including those of schemes that use only some of the cells. The identity `key` is the expansion of ∑ (u_i − w_i)². Its nonnegativity gives the inequality; if the two sums agree, every square vanishes and `u = weight v`.

## Variance of the extrapolated energy

```lean
/-- If the supercell energies are pairwise independent, square-integrable random variables of
common variance `σ²` and the potentials are not all equal, the extrapolated energy has
variance `σ² (1/n + m²/S)`. -/
theorem variance_intercept {Ω : Type*} [MeasurableSpace Ω] (μ : MeasureTheory.Measure Ω)
    [MeasureTheory.IsProbabilityMeasure μ] (v : Fin n → ℝ) (h : ∃ i j, v i ≠ v j)
    (X : Fin n → Ω → ℝ) (σ : ℝ) (hX : ∀ i, MeasureTheory.MemLp (X i) 2 μ)
    (hI : ∀ i j, i ≠ j → ProbabilityTheory.IndepFun (X i) (X j) μ)
    (hV : ∀ i, ProbabilityTheory.variance (X i) μ = σ ^ 2) :
    ProbabilityTheory.variance (fun ω => intercept v (fun i => X i ω)) μ
      = σ ^ 2 * (1 / n + mean v ^ 2 / spread v) := by
  have hf : (fun ω => intercept v (fun i => X i ω))
      = ∑ i, (fun ω => weight v i * X i ω : Ω → ℝ) := by
    funext ω
    rw [intercept_eq_weights, Finset.sum_apply]
  have hind : ∀ i j, i ≠ j → ProbabilityTheory.IndepFun
      (fun ω => weight v i * X i ω) (fun ω => weight v j * X j ω) μ := fun i j hij =>
    (hI i j hij).comp (measurable_const_mul (weight v i)) (measurable_const_mul (weight v j))
  -- variances of independent contributions add
  have hsum : ProbabilityTheory.variance (∑ i, (fun ω => weight v i * X i ω : Ω → ℝ)) μ
      = ∑ i, ProbabilityTheory.variance (fun ω => weight v i * X i ω) μ :=
    ProbabilityTheory.IndepFun.variance_sum (fun i _ => (hX i).const_mul (weight v i))
      (fun i _ j _ hij => hind i j hij)
  rw [hf, hsum]
  simp only [ProbabilityTheory.variance_const_mul, hV]
  rw [← sum_mul, (sum_sq_weight v h).1]
  ring

end

end MadelungExtrapolation
```

The energies are now random variables `X i` on a probability space with measure `μ`. `MemLp (X i) 2 μ` says that each is square-integrable, `hI` states pairwise independence, and `hV` gives all of them the variance σ². No normal distribution is assumed. The expectation values are unrestricted, so the theorem concerns scatter only: a systematic error from neglected finite-size terms does not show up in the variance.

The proof writes the intercept as a sum of weighted energies (`hf`), notes that scaling preserves independence (`hind`), and adds the variances (`hsum`). Each weight leaves the variance as its square, and `sum_sq_weight` supplies the sum.

```lean
#print axioms MadelungExtrapolation.fit_minimises
#print axioms MadelungExtrapolation.weight_optimal
#print axioms MadelungExtrapolation.variance_intercept
```

```
'MadelungExtrapolation.fit_minimises' depends on axioms: [propext, Classical.choice, Quot.sound]
'MadelungExtrapolation.weight_optimal' depends on axioms: [propext, Classical.choice, Quot.sound]
'MadelungExtrapolation.variance_intercept' depends on axioms: [propext, Classical.choice, Quot.sound]
```
